# In the Weiss equation with an antiferromagnetic exchange field −Km, the zero-field uniform susceptibility tends to 1/K as T → 0 while that of an isolated spin diverges

**Q.** Deep in a Mott insulator each site holds one electron whose spin is free to turn. A free spin 1/2 obeys a Curie law, so its susceptibility diverges on cooling. Yet the response to a uniform field is supposed to stay finite. Where does the difference enter?

**A.** Through the neighbours. In a field $h$ at temperature $T$ (with $k_B = g\mu_B = 1$), an isolated spin has levels $\mp h/2$ and moment $\tfrac12\tanh(h/2T)$. Antiferromagnetic exchange adds a field $-Km$ opposing the common moment $m$. The constant $K$ is postulated; it stands for the superexchange coupling summed over neighbours. Replacing $h$ by $h-Km$ gives the Weiss equation.

```lean
import Mathlib

open Filter Topology

namespace MottWeissSusceptibility

/-- The Weiss equation `m = (1/2) tanh ((h - K m) / (2 T))` for the moment `m` of a spin 1/2
in an external field `h` and an exchange field `-K m`, at temperature `T ≠ 0`. -/
def IsWeissSolution (T K h m : ℝ) : Prop :=
  m = 1 / 2 * Real.tanh ((h - K * m) / (2 * T))
```

**Q.** So the mean-field form is assumed?

**A.** Yes. `IsWeissSolution T K h m` says that the real number $m$ solves the equation; nothing derives it from a Hubbard model. All sites share one moment, so Néel order is excluded and the limit $T\to0$ follows the uniform solution. Setting $K=0$ recovers the isolated spin. It stands in for the local response, that of one site to a field on that site alone, with the reaction of the neighbours neglected.

**Q.** What do you need to know about the hyperbolic tangent?

**A.** Since $\cosh^2x-\sinh^2x=1$, we have $\tanh^2x<1$, and the quotient rule gives
$$\tanh'x=\frac{\cosh^2x-\sinh^2x}{\cosh^2x}=1-\tanh^2x>0 .$$
The next three lemmas establish the bound, the derivative and monotonicity.

```lean
/-- The polarization `tanh x` of a spin 1/2 stays strictly below saturation. -/
theorem tanh_sq_lt_one (x : ℝ) : Real.tanh x ^ 2 < 1 := by
  have hc : 0 < Real.cosh x ^ 2 := pow_pos (Real.cosh_pos x) 2
  rw [Real.tanh_eq_sinh_div_cosh, div_pow, div_lt_one hc]
  linarith [Real.cosh_sq x]

/-- The polarization `tanh x` responds to the reduced field `x` with slope `1 - tanh² x`. -/
theorem hasDerivAt_polarization (x : ℝ) :
    HasDerivAt Real.tanh (1 - Real.tanh x ^ 2) x := by
  have hc : Real.cosh x ≠ 0 := (Real.cosh_pos x).ne'
  have h := (Real.hasDerivAt_sinh x).fun_div (Real.hasDerivAt_cosh x) hc
  have hf : Real.tanh = fun y => Real.sinh y / Real.cosh y :=
    funext Real.tanh_eq_sinh_div_cosh
  rw [hf]
  refine h.congr_deriv ?_
  field_simp

/-- The polarization `tanh x` never decreases when the reduced field `x` grows. -/
theorem polarization_monotone : Monotone Real.tanh := by
  refine monotone_of_deriv_nonneg
    (fun x => (hasDerivAt_polarization x).differentiableAt) (fun x => ?_)
  rw [(hasDerivAt_polarization x).deriv]
  linarith [tanh_sq_lt_one x]
```

**Q.** A self-consistency equation can have several solutions. Why not this one?

**A.** Because the exchange field never reinforces the moment: it opposes it for $K>0$ and is absent for $K=0$. Take $T>0$, $K\ge0$ and put $g(m)=m-\tfrac12\tanh\frac{h-Km}{2T}$. As $|\tanh|<1$, $g(-\tfrac12)<0<g(\tfrac12)$, so continuity gives a zero. If $n\le m$ are both solutions, the effective field at $m$ is no larger than that at $n$, so
$$m=\tfrac12\tanh\tfrac{h-Km}{2T}\le\tfrac12\tanh\tfrac{h-Kn}{2T}=n,$$
and they coincide. In the proof, `hivt` is the intermediate value step and `hanti` the comparison of the right-hand sides.

```lean
/-- For `T > 0` and exchange constant `K ≥ 0` the Weiss equation has exactly one solution
at every field `h`. -/
theorem existsUnique_moment {T K : ℝ} (hT : 0 < T) (hK : 0 ≤ K) (h : ℝ) :
    ∃! m : ℝ, IsWeissSolution T K h m := by
  have hcont : Continuous Real.tanh :=
    continuous_iff_continuousAt.2 fun x => (hasDerivAt_polarization x).continuousAt
  -- a larger moment never raises the effective field, so it never raises the induced moment
  have hanti : ∀ a b : ℝ, a ≤ b →
      Real.tanh ((h - K * b) / (2 * T)) ≤ Real.tanh ((h - K * a) / (2 * T)) := by
    intro a b hab
    apply polarization_monotone
    have h1 : K * a ≤ K * b := mul_le_mul_of_nonneg_left hab hK
    exact div_le_div_of_nonneg_right (by linarith) (by positivity)
  -- existence: intermediate values between the two saturated moments
  have hg : Continuous (fun m : ℝ => m - 1 / 2 * Real.tanh ((h - K * m) / (2 * T))) :=
    continuous_id.sub (continuous_const.mul (hcont.comp
      ((continuous_const.sub (continuous_const.mul continuous_id)).div_const _)))
  have hivt := intermediate_value_Icc (show (-(1 / 2) : ℝ) ≤ 1 / 2 by norm_num)
    hg.continuousOn
  have hlow : -1 < Real.tanh ((h - K * (-(1 / 2))) / (2 * T)) := by
    nlinarith [tanh_sq_lt_one ((h - K * (-(1 / 2))) / (2 * T))]
  have hhigh : Real.tanh ((h - K * (1 / 2)) / (2 * T)) < 1 := by
    nlinarith [tanh_sq_lt_one ((h - K * (1 / 2)) / (2 * T))]
  obtain ⟨m, -, hm⟩ := hivt (show (0 : ℝ) ∈ Set.Icc _ _ from
    ⟨by linarith, by linarith⟩)
  have hm' : m = 1 / 2 * Real.tanh ((h - K * m) / (2 * T)) := sub_eq_zero.mp hm
  refine ⟨m, hm', fun n hn => ?_⟩
  have hn' : n = 1 / 2 * Real.tanh ((h - K * n) / (2 * T)) := hn
  -- uniqueness: as the moment grows, the left side of the equation grows and the right side does not
  rcases le_total n m with hnm | hnm
  · linarith [hanti n m hnm]
  · linarith [hanti m n hnm]
```

**Q.** Now the susceptibility. Do you differentiate the equation implicitly and simply assume that $m(h)$ is smooth?

**A.** No, differentiability is a conclusion. The only assumption on the curve `m` is `hm`: it solves the equation at every field. Let $x=(h-Km)/(2T)$ be the reduced effective field. Then $m=\tfrac12\tanh x$, and solving for $h$ gives
$$h=F(x)=2Tx+\tfrac K2\tanh x,\qquad F'(x)=2T+\tfrac K2(1-\tanh^2x)>0 .$$
So $x(h)$ inverts a strictly increasing function. It is monotone and takes every real value, hence it has no jumps and is continuous. The inverse-function rule gives $dx/dh=1/F'(x)$, and with $\tanh x=2m$ the chain rule yields
$$\frac{dm}{dh}=\frac{\tfrac12(1-\tanh^2x)}{F'(x)}=\frac{1-4m^2}{4T+K(1-4m^2)} .$$
In Lean, `hFx` is the inversion, `hxcont` the continuity, `hxder` the inverse-function rule and `hder` the chain rule.

```lean
/-- For `T > 0` and `K ≥ 0`, a magnetization curve solving the Weiss equation at every field
has the differential susceptibility `(1 - 4m²) / (4T + K (1 - 4m²))` at every field. -/
theorem hasDerivAt_magnetization {T K : ℝ} (hT : 0 < T) (hK : 0 ≤ K) {m : ℝ → ℝ}
    (hm : ∀ h, IsWeissSolution T K h (m h)) (h : ℝ) :
    HasDerivAt m ((1 - 4 * m h ^ 2) / (4 * T + K * (1 - 4 * m h ^ 2))) h := by
  -- the reduced effective field `x` inverts the increasing function `F`
  let x : ℝ → ℝ := fun b => (b - K * m b) / (2 * T)
  let F : ℝ → ℝ := fun y => 2 * T * y + K / 2 * Real.tanh y
  have hmx : ∀ b, m b = 1 / 2 * Real.tanh (x b) := hm
  have hFx : ∀ b, F (x b) = b := by
    intro b
    have h1 : 2 * T * x b = b - K * m b := mul_div_cancel₀ _ (by positivity)
    change 2 * T * x b + K / 2 * Real.tanh (x b) = b
    linear_combination h1 - K * hmx b
  have hF : StrictMono F := by
    intro a b hab
    have h1 : K / 2 * Real.tanh a ≤ K / 2 * Real.tanh b :=
      mul_le_mul_of_nonneg_left (polarization_monotone hab.le) (by positivity)
    have h2 : 2 * T * a < 2 * T * b := mul_lt_mul_of_pos_left hab (by positivity)
    change 2 * T * a + K / 2 * Real.tanh a < 2 * T * b + K / 2 * Real.tanh b
    linarith
  have hxmono : Monotone x := by
    intro a b hab
    apply hF.le_iff_le.mp
    rw [hFx, hFx]
    exact hab
  have hxcont : Continuous x :=
    hxmono.continuous_of_surjective fun y => ⟨F y, hF.injective (hFx (F y))⟩
  have hs : 0 < 1 - Real.tanh (x h) ^ 2 := by linarith [tanh_sq_lt_one (x h)]
  have hpos : 0 < 2 * T + K / 2 * (1 - Real.tanh (x h) ^ 2) := by positivity
  have hFder : HasDerivAt F (2 * T + K / 2 * (1 - Real.tanh (x h) ^ 2)) (x h) := by
    have h1 := ((hasDerivAt_id' (x h)).const_mul (2 * T)).fun_add
      ((hasDerivAt_polarization (x h)).const_mul (K / 2))
    exact h1.congr_deriv (by ring)
  have hxder := HasDerivAt.of_local_left_inverse hxcont.continuousAt hFder hpos.ne'
    (Eventually.of_forall hFx)
  -- chain rule for `m = (1/2) tanh x`
  have hder := ((hasDerivAt_polarization (x h)).comp h hxder).const_mul (1 / 2 : ℝ)
  have hfun : m = fun b => 1 / 2 * (Real.tanh ∘ x) b := funext hmx
  have ht : 1 - 4 * m h ^ 2 = 1 - Real.tanh (x h) ^ 2 := by rw [hmx h]; ring
  rw [ht]
  rw [← hfun] at hder
  refine hder.congr_deriv ?_
  have hpos' : 0 < 4 * T + K * (1 - Real.tanh (x h) ^ 2) := by positivity
  rw [← div_eq_mul_inv, ← mul_div_assoc, div_eq_div_iff hpos.ne' hpos'.ne']
  ring
```

**Q.** And at zero field?

**A.** There $m=0$ is a solution, so by uniqueness the curve passes through it. Inserting $m=0$ gives the slope $1/(4T+K)$.

```lean
/-- For `T > 0` and `K ≥ 0` the zero-field susceptibility of the Weiss magnetization curve
is `1 / (4T + K)`. -/
theorem zero_field_susceptibility {T K : ℝ} (hT : 0 < T) (hK : 0 ≤ K) {m : ℝ → ℝ}
    (hm : ∀ h, IsWeissSolution T K h (m h)) :
    HasDerivAt m (1 / (4 * T + K)) 0 := by
  have h0 : m 0 = 0 :=
    (existsUnique_moment hT hK 0).unique (hm 0) (by simp [IsWeissSolution])
  have h := hasDerivAt_magnetization hT hK hm 0
  rw [h0] at h
  exact h.congr_deriv (by norm_num)
```

**Q.** Then the low-temperature statement is just two limits?

**A.** Yes. For $K>0$, $1/(4T+K)\to1/K$; for $K=0$, $1/(4T)\to\infty$. The theorem takes two families of curves, `m T` with exchange and `l T` without, each solving its equation for every $T>0$. The symbol `𝓝[>] 0` means that $T$ approaches zero from above, and `atTop` means growth beyond every bound. The quantities in the limits are the derivatives of the curves at $h=0$, which the preceding theorem evaluates.

```lean
/-- Let `m T` be the Weiss magnetization curves with exchange constant `K > 0`, and `l T` those
of an isolated spin (`K = 0`). As `T → 0⁺` the zero-field susceptibility of `m T` tends to
`1 / K`, while that of `l T` diverges. -/
theorem uniform_finite_local_divergent {K : ℝ} (hK : 0 < K) {m l : ℝ → ℝ → ℝ}
    (hm : ∀ T, 0 < T → ∀ h, IsWeissSolution T K h (m T h))
    (hl : ∀ T, 0 < T → ∀ h, IsWeissSolution T 0 h (l T h)) :
    Tendsto (fun T => deriv (m T) 0) (𝓝[>] 0) (𝓝 (1 / K)) ∧
      Tendsto (fun T => deriv (l T) 0) (𝓝[>] 0) atTop := by
  constructor
  · -- the exchange field cuts off the Curie law
    have hc : ContinuousAt (fun T : ℝ => 1 / (4 * T + K)) 0 :=
      ContinuousAt.div continuousAt_const (by fun_prop) (by simpa using hK.ne')
    have hlim : Tendsto (fun T : ℝ => 1 / (4 * T + K)) (𝓝 0) (𝓝 (1 / K)) := by
      simpa using hc.tendsto
    refine (hlim.mono_left nhdsWithin_le_nhds).congr' ?_
    filter_upwards [self_mem_nhdsWithin] with T hT
    exact (zero_field_susceptibility hT hK.le (hm T hT)).deriv.symm
  · -- without exchange the Curie law `1 / (4T)` survives
    have hlim : Tendsto (fun T : ℝ => 1 / 4 * T⁻¹) (𝓝[>] 0) atTop :=
      tendsto_inv_nhdsGT_zero.const_mul_atTop (by norm_num)
    refine hlim.congr' ?_
    filter_upwards [self_mem_nhdsWithin] with T hT
    rw [(zero_field_susceptibility hT le_rfl (hl T hT)).deriv]
    ring

end MottWeissSusceptibility
```

```lean
#print axioms MottWeissSusceptibility.uniform_finite_local_divergent
```

```
'MottWeissSusceptibility.uniform_finite_local_divergent' depends on axioms: [propext, Classical.choice, Quot.sound]
```

**Q.** Where would I meet these two numbers in an actual calculation?

**A.** In dynamical mean-field theory of a paramagnetic Mott insulator, they come from different computations. For the local one, you keep the converged zero-field bath and integrate the impurity correlator $\langle S_z(\tau)S_z(0)\rangle$ over imaginary time from $0$ to $1/T$; a frozen spin 1/2 gives $1/(4T)$. For the uniform one, you apply a small field to the whole lattice, converge the bath again and divide the moment by the field. The reconverged bath depends on spin and supplies the opposing exchange field, which the present one-parameter model reduces to the static term $-Km$.
